# Nonnegative spin densities with sum ρ ≥ 0 and product P exist exactly when 0 ≤ 4P ≤ ρ²

**A:** Let $\rho\ge 0$ be the total electron density at a point and $P$ a real number, the on-top pair density for opposite spins. Spin densities $a\ge b\ge 0$ with $a+b=\rho$ and $ab=P$ exist if and only if $0\le 4P\le\rho^2$, and they are then unique:
$$a=\frac{\rho+\sqrt{\rho^2-4P}}{2},\qquad b=\frac{\rho-\sqrt{\rho^2-4P}}{2}.$$
If $P=\rho^2/2$ and $\rho\neq 0$, no real $a,b$ of any sign will do. A two-electron ionic singlet spread equally over two sites has exactly this value of $P$.

**Q:** I already doubt the condition $ab=P$. Why should a pair density be a product of spin densities?

**A:** In general it isn't. The condition holds for a single determinant of spin-up and spin-down orbitals, where electrons of opposite spin are uncorrelated and their joint density factorises. Here it is a postulate: we ask which values of $\rho$ and $P$ could be reproduced in that way. The definition contains this and nothing more.

In Lean 4 with Mathlib:

```lean
import Mathlib

open Finset

namespace OnTopSpinDensities

noncomputable section

/-- Spin densities `a ≥ b ≥ 0` that reproduce the total density `ρ` and the opposite-spin
on-top pair density `P` as their sum and product. -/
def IsSpinPair (ρ P a b : ℝ) : Prop :=
  0 ≤ b ∧ b ≤ a ∧ a + b = ρ ∧ a * b = P
```

`IsSpinPair ρ P a b` lists the four requirements. The order $b\le a$ makes $a$ the majority density, whichever spin direction that is. Without it, swapping $a$ and $b$ would spoil uniqueness.

**Q:** Derive the formula for me before you show me the theorem.

**A:** Suppose $a$ and $b$ are such a pair. The squared spin polarisation is
$$(a-b)^2=(a+b)^2-4ab=\rho^2-4P.$$
A square is nonnegative, so $4P\le\rho^2$. A product of nonnegative numbers is nonnegative, so $0\le 4P$. Since $a\ge b$, the root is $a-b=\sqrt{\rho^2-4P}$. Adding this to $a+b=\rho$, or subtracting it, and halving gives the two formulas.

Conversely, let $0\le 4P\le\rho^2$ and put $s=\sqrt{\rho^2-4P}$. Then $s\ge 0$ and $s^2\le\rho^2$, and because $\rho\ge 0$ this means $s\le\rho$. Hence $b=(\rho-s)/2\ge 0$ and $a=(\rho+s)/2\ge b$. The sum is $\rho$, and the product is $(\rho^2-s^2)/4=P$.

```lean
/-- For `ρ ≥ 0`, majority and minority spin densities reproduce `ρ` and `P` exactly when `0 ≤ 4P ≤
ρ²` and they are given by `(ρ ± √(ρ² - 4P)) / 2`. -/
theorem isSpinPair_iff {ρ P a b : ℝ} (hρ : 0 ≤ ρ) :
    IsSpinPair ρ P a b ↔ 0 ≤ 4 * P ∧ 4 * P ≤ ρ ^ 2 ∧
      a = (ρ + Real.sqrt (ρ ^ 2 - 4 * P)) / 2 ∧
      b = (ρ - Real.sqrt (ρ ^ 2 - 4 * P)) / 2 := by
  constructor
  · rintro ⟨hb, hab, hs, hp⟩
    -- the discriminant is the square of the spin polarisation
    have hd : ρ ^ 2 - 4 * P = (a - b) ^ 2 := by
      rw [← hs, ← hp]; ring
    have hsq : Real.sqrt (ρ ^ 2 - 4 * P) = a - b := by
      rw [hd]; exact Real.sqrt_sq (by linarith)
    have hP : 0 ≤ a * b := mul_nonneg (hb.trans hab) hb
    refine ⟨by linarith, by linarith [sq_nonneg (a - b)], ?_, ?_⟩
    · rw [hsq]; linarith
    · rw [hsq]; linarith
  · rintro ⟨hP, h4, rfl, rfl⟩
    have h0 := Real.sqrt_nonneg (ρ ^ 2 - 4 * P)
    have hs := Real.sq_sqrt (sub_nonneg.2 h4)
    -- nonnegativity of the minority density
    have hle : Real.sqrt (ρ ^ 2 - 4 * P) ≤ ρ :=
      Real.sqrt_le_iff.2 ⟨hρ, by linarith⟩
    exact ⟨by linarith, by linarith, by ring, by linear_combination (-1 / 4) * hs⟩
```

In the first half of the proof, `hd` is the identity for $(a-b)^2$ and `hsq` takes the root, using $a\ge b$. In the second half, `hle` is the step $s\le\rho$, the only place where `hρ` does any work. The final `linear_combination` checks the product by means of $s^2=\rho^2-4P$.

**Q:** That is an equivalence for given $a$ and $b$. Where is existence?

**A:** In the next theorem. If a pair exists, the equivalence yields the two inequalities. If the inequalities hold, the formulas themselves supply the pair. Uniqueness is already in the equivalence, since any pair must equal those formulas.

```lean
/-- For `ρ ≥ 0`, nonnegative spin densities with total density `ρ` and on-top pair density `P` exist
if and only if `0 ≤ 4P ≤ ρ²`. -/
theorem exists_isSpinPair_iff {ρ P : ℝ} (hρ : 0 ≤ ρ) :
    (∃ a b, IsSpinPair ρ P a b) ↔ 0 ≤ 4 * P ∧ 4 * P ≤ ρ ^ 2 := by
  constructor
  · rintro ⟨a, b, h⟩
    have h' := (isSpinPair_iff hρ).1 h
    exact ⟨h'.1, h'.2.1⟩
  · rintro ⟨h0, h4⟩
    exact ⟨_, _, (isSpinPair_iff hρ).2 ⟨h0, h4, rfl, rfl⟩⟩
```

**Q:** Do the ends of the range mean what I expect?

**A:** Yes. At $4P=\rho^2$ the polarisation vanishes and $a=b$. At $P=0$ the minority density vanishes: $ab=0$ means that $b=0$ or $a=0$, and in the second case $0\le b\le a$ forces $b=0$ too. The converses follow by substitution. At $\rho=0$ both ends coincide and $a=b=0$.

```lean
/-- The two spin densities are equal exactly when `4P = ρ²`, and the minority density
vanishes exactly when `P = 0`. -/
theorem polarisation_limits {ρ P a b : ℝ} (h : IsSpinPair ρ P a b) :
    (a = b ↔ 4 * P = ρ ^ 2) ∧ (b = 0 ↔ P = 0) := by
  obtain ⟨hb, hab, rfl, rfl⟩ := h
  refine ⟨⟨fun e => by rw [e]; ring, fun e => ?_⟩, ⟨fun e => by rw [e, mul_zero], fun e => ?_⟩⟩
  · have h2 : (a - b) ^ 2 = 0 := by linear_combination -e
    exact sub_eq_zero.1 (pow_eq_zero_iff (two_ne_zero)|>.1 h2)
  · rcases mul_eq_zero.1 e with h0 | h0
    · linarith
    · exact h0
```

The theorem takes an existing pair as its hypothesis, and its two halves are these two equivalences.

**Q:** Now the forbidden value. Perhaps you exclude it only because you insist on nonnegative densities.

**A:** No, signs play no part. With $P=\rho^2/2$ the same identity gives
$$(a-b)^2=\rho^2-2\rho^2=-\rho^2,$$
which is negative for $\rho\ne 0$. The theorem therefore drops `IsSpinPair` and speaks of arbitrary real $a,b$ with the given sum and product. In its proof, `e` is the displayed equation, and the last line sets it against the nonnegativity of a square.

```lean
/-- For `P = ρ²/2` at nonzero density, no real numbers of either sign have sum `ρ` and
product `P`. -/
theorem no_real_spin_densities {ρ : ℝ} (hρ : ρ ≠ 0) :
    ¬ ∃ a b : ℝ, a + b = ρ ∧ a * b = ρ ^ 2 / 2 := by
  rintro ⟨a, b, hs, hp⟩
  have hpos : 0 < ρ ^ 2 := by positivity
  -- the squared spin polarisation would be negative
  have e : (a - b) ^ 2 = -ρ ^ 2 := by linear_combination (a + b + ρ) * hs - 4 * hp
  linarith [sq_nonneg (a - b)]
```

**Q:** And if I allow complex numbers?

**A:** Then $a-b=\pm i\rho$, so $a$ and $b$ are $\rho(1+i)/2$ and $\rho(1-i)/2$ in either order. One can also substitute $b=\rho-a$ into the product condition, which gives
$$a^2-\rho a+\frac{\rho^2}{2}=\left(a-\frac{\rho(1+i)}{2}\right)\left(a-\frac{\rho(1-i)}{2}\right)=0.$$
The proof follows this second route: `hf` is the factorisation, and each vanishing factor gives one of the two orderings.

```lean
/-- For `P = ρ²/2` the complex solutions for the spin densities are `ρ(1 + i)/2` and
`ρ(1 - i)/2`, in either order. -/
theorem complex_spin_densities (ρ : ℝ) (a b : ℂ) :
    (a + b = ρ ∧ a * b = (ρ : ℂ) ^ 2 / 2) ↔
      (a = ρ * (1 + Complex.I) / 2 ∧ b = ρ * (1 - Complex.I) / 2) ∨
      (a = ρ * (1 - Complex.I) / 2 ∧ b = ρ * (1 + Complex.I) / 2) := by
  have hI := Complex.I_sq
  constructor
  · rintro ⟨hs, hp⟩
    -- factorise the quadratic equation for `a`
    have hf : (a - ρ * (1 + Complex.I) / 2) * (a - ρ * (1 - Complex.I) / 2) = 0 := by
      linear_combination a * hs - hp - (ρ : ℂ) ^ 2 / 4 * hI
    rcases mul_eq_zero.1 hf with h | h
    · exact Or.inl ⟨sub_eq_zero.1 h, by linear_combination hs - h⟩
    · exact Or.inr ⟨sub_eq_zero.1 h, by linear_combination hs - h⟩
  · rintro (⟨rfl, rfl⟩ | ⟨rfl, rfl⟩)
    · exact ⟨by ring, by linear_combination -(ρ : ℂ) ^ 2 / 4 * hI⟩
    · exact ⟨by ring, by linear_combination -(ρ : ℂ) ^ 2 / 4 * hI⟩
```

**Q:** So far $P=\rho^2/2$ is just a number you chose. Does a legitimate electronic state reach it?

**A:** It does, and the state is written out explicitly. Take finitely many sites, labelled by the type `n`, each with one spatial orbital. A one-electron label is a pair `(i, σ)` of site and spin, with `true` for up and `false` for down. For a normalised antisymmetric $\Psi$, the density at site $i$ is
$$\rho_i=2\sum_{\sigma}\sum_{y}|\Psi((i,\sigma),y)|^2,$$
where $y$ runs over all labels of the second electron and the factor 2 counts the electrons.

```lean
variable {n : Type*} [Fintype n] [DecidableEq n]

/-- Total density at site `i` of a two-electron wavefunction on sites with spin
(`true` is up, `false` is down). -/
def density (Ψ : n × Bool → n × Bool → ℂ) (i : n) : ℝ :=
  2 * ∑ σ : Bool, ∑ y : n × Bool, ‖Ψ (i, σ) y‖ ^ 2
```

The on-top pair density is $P_i=2|\Psi((i,\uparrow),(i,\downarrow))|^2$. The factor 2 is there because either electron may be the spin-up one. This is the expectation value of $n_{i\uparrow}n_{i\downarrow}$, the normalisation in which a single determinant of up and down orbitals gives the plain product of spin densities.

```lean
/-- On-top pair density: one spin-up and one spin-down electron, both at site `i`. -/
def onTop (Ψ : n × Bool → n × Bool → ℂ) (i : n) : ℝ :=
  2 * ‖Ψ (i, true) (i, false)‖ ^ 2
```

**Q:** And the singlet?

**A:** Both electrons sit on the same site $i$ with amplitude $c_i$, multiplied by the spin function $\chi=(\uparrow\downarrow-\downarrow\uparrow)/\sqrt2$:
$$\Psi((i,\sigma),(j,\tau))=\delta_{ij}\,c_i\,\chi(\sigma,\tau).$$

```lean
/-- The amplitude `1/√2`. -/
def invSqrtTwo : ℂ := ((Real.sqrt 2 : ℝ) : ℂ)⁻¹

/-- The two-electron spin singlet `(↑↓ - ↓↑)/√2`. -/
def spinSinglet : Bool → Bool → ℂ
  | true, false => invSqrtTwo
  | false, true => -invSqrtTwo
  | _, _ => 0

/-- The ionic singlet: both electrons share site `i` with amplitude `c i`. -/
def ionicSinglet (c : n → ℂ) (x y : n × Bool) : ℂ :=
  if x.1 = y.1 then c x.1 * spinSinglet x.2 y.2 else 0
```

**Q:** Then compute the densities. I don't want them put in by hand.

**A:** Fix the first electron at $(i,\sigma)$. The second contributes only on the same site with opposite spin, with weight $|c_i|^2/2$. Summing over the two values of $\sigma$ and doubling gives $\rho_i=2|c_i|^2$. The on-top pair density is $P_i=2\cdot|c_i|^2/2=|c_i|^2$.

```lean
/-- The amplitude `1/√2` has weight one half. -/
lemma invSqrtTwo_weight : ‖invSqrtTwo‖ ^ 2 = 1 / 2 := by
  rw [invSqrtTwo, norm_inv, Complex.norm_real, Real.norm_eq_abs, inv_pow, sq_abs,
    Real.sq_sqrt (by norm_num)]
  norm_num

/-- At each site the ionic singlet has density `2|c i|²` and on-top pair density `|c i|²`. -/
theorem ionic_densities (c : n → ℂ) (i : n) :
    density (ionicSinglet c) i = 2 * ‖c i‖ ^ 2 ∧ onTop (ionicSinglet c) i = ‖c i‖ ^ 2 := by
  have hw := invSqrtTwo_weight
  -- only the opposite-spin partner on the same site contributes
  have key : ∀ σ : Bool, ∑ y : n × Bool, ‖ionicSinglet c (i, σ) y‖ ^ 2 = ‖c i‖ ^ 2 / 2 := by
    intro σ
    rw [Fintype.sum_prod_type, Finset.sum_eq_single i]
    · cases σ <;> simp [ionicSinglet, spinSinglet, mul_pow, hw] <;> ring
    · intro j _ hj
      simp [ionicSinglet, Ne.symm hj]
    · intro h
      exact absurd (Finset.mem_univ i) h
  constructor
  · rw [density, Fintype.sum_bool, key, key]; ring
  · have h : ionicSinglet c (i, true) (i, false) = c i * invSqrtTwo := by
      simp [ionicSinglet, spinSinglet]
    rw [onTop, h, norm_mul, mul_pow, hw]; ring
```

The lemma supplies the weight $|1/\sqrt2|^2=1/2$. In the theorem, `key` is the sum over the second electron, reduced to the single site $i$ by `Finset.sum_eq_single`.

**Q:** You called the state legitimate. Is it antisymmetric and normalised?

**A:** Exchanging the electrons leaves the spatial part unchanged and reverses the sign of $\chi$, so $\Psi$ is antisymmetric for every choice of $c$. Its squared norm is $\sum_i\rho_i/2=\sum_i|c_i|^2$, and normalisation therefore means $\sum_i|c_i|^2=1$. The proof checks the spin cases for the sign and obtains the norm from the density already computed.

```lean
/-- The ionic singlet is antisymmetric under exchange of the electrons, and its squared norm
is the sum of the site weights `|c i|²`. -/
theorem ionic_antisymm_and_norm (c : n → ℂ) :
    (∀ x y, ionicSinglet c y x = -ionicSinglet c x y) ∧
      ∑ x, ∑ y, ‖ionicSinglet c x y‖ ^ 2 = ∑ i, ‖c i‖ ^ 2 := by
  constructor
  · rintro ⟨i, σ⟩ ⟨j, τ⟩
    by_cases h : i = j
    · subst h
      cases σ <;> cases τ <;> simp [ionicSinglet, spinSinglet]
    · simp [ionicSinglet, h, Ne.symm h]
  · rw [Fintype.sum_prod_type]
    refine Finset.sum_congr rfl fun i _ => ?_
    have h := (ionic_densities c i).1
    unfold density at h
    linarith
```

**Q:** Here is my main objection. A singlet has perfectly good spin densities, $\rho_i/2$ for each spin. How can you say that none exist?

**A:** Those physical spin densities do exist, but their product is $\rho_i^2/4=|c_i|^4$, whereas $P_i=|c_i|^2$. What fails is the attempt to find densities that reproduce $\rho_i$ and $P_i$ together. Write $w=|c_i|^2$. The condition $4P_i\le\rho_i^2$ becomes $4w\le 4w^2$, that is $w(1-w)\le 0$. Normalisation gives $0\le w\le 1$, so $w(1-w)\ge 0$ as well. Hence $w(1-w)=0$, and either $c_i=0$ or $|c_i|=1$. Both cases satisfy the condition, so the equivalence is complete.

```lean
/-- In a normalised ionic singlet, spin densities reproducing the density and on-top pair density at
site `i` exist if and only if the electron pair is never or always at that site. -/
theorem ionic_spin_densities_iff (c : n → ℂ) (hc : ∑ j, ‖c j‖ ^ 2 = 1) (i : n) :
    (∃ a b, IsSpinPair (density (ionicSinglet c) i) (onTop (ionicSinglet c) i) a b) ↔
      c i = 0 ∨ ‖c i‖ = 1 := by
  rw [(ionic_densities c i).1, (ionic_densities c i).2, exists_isSpinPair_iff (by positivity)]
  have h1 : ‖c i‖ ^ 2 ≤ 1 := by
    rw [← hc]
    exact Finset.single_le_sum (f := fun j => ‖c j‖ ^ 2) (fun j _ => sq_nonneg _)
      (Finset.mem_univ i)
  have h0 := norm_nonneg (c i)
  constructor
  · rintro ⟨-, h⟩
    have hz : ‖c i‖ ^ 2 * (1 - ‖c i‖ ^ 2) = 0 :=
      le_antisymm (by nlinarith) (mul_nonneg (sq_nonneg _) (by linarith))
    rcases mul_eq_zero.1 hz with h | h
    · exact Or.inl (norm_eq_zero.1 (pow_eq_zero_iff (two_ne_zero)|>.1 h))
    · right; nlinarith
  · rintro (h | h)
    · simp [h]
    · rw [h]; norm_num
```

The hypothesis `hc` is the normalisation, `h1` extracts $w\le 1$ from it, and `hz` is the equation $w(1-w)=0$.

**Q:** Try the smallest system.

**A:** With one site, normalisation forces $|c_i|=1$. Then $\rho=2$, $P=1$ and $a=b=1$: a doubly occupied orbital, which is a single determinant, so the product form is no surprise. With two sites and $c_1=c_2=1/\sqrt2$, each site has $\rho=1$ and $P=1/2=\rho^2/2$, and we are at the forbidden value.

```lean
/-- The normalised two-site ionic singlet with equal amplitudes has `ρ = 1` and `P = ρ²/2` at
each site, and no real spin densities have this sum and product. -/
theorem two_site_ionic (i : Fin 2) :
    let Ψ := ionicSinglet (fun _ : Fin 2 => invSqrtTwo)
    ∑ x, ∑ y, ‖Ψ x y‖ ^ 2 = 1 ∧ density Ψ i = 1 ∧ onTop Ψ i = density Ψ i ^ 2 / 2 ∧
      ¬ ∃ a b : ℝ, a + b = density Ψ i ∧ a * b = onTop Ψ i := by
  intro Ψ
  have hw := invSqrtTwo_weight
  have hN : ∑ x, ∑ y, ‖Ψ x y‖ ^ 2 = 1 := by
    rw [(ionic_antisymm_and_norm (fun _ : Fin 2 => invSqrtTwo)).2, Fin.sum_univ_two, hw]
    norm_num
  have hd : density Ψ i = 1 := by
    rw [(ionic_densities (fun _ : Fin 2 => invSqrtTwo) i).1, hw]; norm_num
  have hp : onTop Ψ i = density Ψ i ^ 2 / 2 := by
    rw [hd, (ionic_densities (fun _ : Fin 2 => invSqrtTwo) i).2, hw]; norm_num
  refine ⟨hN, hd, hp, ?_⟩
  rw [hp]
  exact no_real_spin_densities (by rw [hd]; exact one_ne_zero)

end

end OnTopSpinDensities
```

The sites are the two elements of `Fin 2`, and the statement holds at each of them. It collects the unit norm, the density, the on-top value and the absence of real solutions. The last part is `no_real_spin_densities` applied at $\rho=1$.

```lean
#print axioms OnTopSpinDensities.exists_isSpinPair_iff
-- 'OnTopSpinDensities.exists_isSpinPair_iff' depends on axioms: [propext, Classical.choice, Quot.sound]
#print axioms OnTopSpinDensities.complex_spin_densities
-- 'OnTopSpinDensities.complex_spin_densities' depends on axioms: [propext, Classical.choice, Quot.sound]
#print axioms OnTopSpinDensities.ionic_spin_densities_iff
-- 'OnTopSpinDensities.ionic_spin_densities_iff' depends on axioms: [propext, Classical.choice, Quot.sound]
#print axioms OnTopSpinDensities.two_site_ionic
-- 'OnTopSpinDensities.two_site_ionic' depends on axioms: [propext, Classical.choice, Quot.sound]
```

**Q:** What should I take from this for electronic structure?

**A:** A method that translates $\rho$ and $P$ into effective spin densities by these formulas gets non-real values wherever $4P>\rho^2$, and a two-electron state on a finite lattice is enough to show that such values occur.

**Q:** And what is left out?

**A:** Continuous space, states with more than two electrons, and mixtures of ionic and covalent configurations. There is no Hamiltonian either, so the ionic singlet appears as an admissible wavefunction and not as the ground state of anything. The algebra for $\rho$ and $P$ is pointwise and applies to any two real numbers with $\rho\ge 0$, wherever they come from.
